# Linearised overdamped motion at a nondegenerate first-order saddle has exactly one growing mode

A: Let $D$ be a real symmetric positive definite mobility matrix and $H$ the real symmetric Hessian at a saddle. If $H$ is positive definite on a hyperplane and $u\cdot Hu<0$ for some $u$, then $-DH$ has exactly one positive real eigenvalue, with a one-dimensional eigenspace. That line is the escape mode.

Q: Which dynamics is this?

A: A displacement $x$ feels the force $-Hx$ and drifts as $\dot x=-DHx$, with constant $D$ and finitely many coordinates, indexed by `n`. The matrix is `drift D H`. Inertia and noise are absent, and so is Langer's escape-rate formula, in which the growth rate is one factor.

In Lean 4 with Mathlib:

```lean
import Mathlib

open Matrix

namespace LangerSaddle

variable {n : Type*} [Fintype n]

/-- The drift matrix `-D H` of the linearised overdamped motion, with mobility matrix `D` and
Hessian `H` of the potential at the saddle. -/
def drift (D H : Matrix n n ℝ) : Matrix n n ℝ := -(D * H)
```

Q: $-DH$ is generally not symmetric. Why should it have a real growing mode?

A: Because $D$ has a matrix square root of sorts. Diagonalise a symmetric $A=U\Lambda U^T$ with $\Lambda\ge0$ and set $B=U\sqrt\Lambda$; then $A=BB^T$. In the proof, `hAU` is the eigenvector equation and `hd` squares the roots.

```lean
/-- A real symmetric matrix with non-negative eigenvalues factors as `B Bᵀ`. -/
theorem exists_factor [DecidableEq n] {A : Matrix n n ℝ} (hA : A.IsHermitian)
    (h : ∀ i, 0 ≤ hA.eigenvalues i) : ∃ B : Matrix n n ℝ, A = B * Bᵀ := by
  let U : Matrix n n ℝ := hA.eigenvectorUnitary
  have hU : U * Uᵀ = 1 := by
    have h1 := Matrix.mem_unitaryGroup_iff.mp hA.eigenvectorUnitary.2
    rwa [Matrix.star_eq_conjTranspose, Matrix.conjTranspose_eq_transpose_of_trivial] at h1
  have hAU : A * U = U * diagonal hA.eigenvalues := by
    ext i j
    rw [Matrix.mul_diagonal, mul_comm]
    exact congrFun (hA.mulVec_eigenvectorBasis j) i
  have hd : diagonal (fun i => √(hA.eigenvalues i)) * diagonal (fun i => √(hA.eigenvalues i))
      = diagonal hA.eigenvalues := by
    rw [Matrix.diagonal_mul_diagonal]
    congr 1
    ext i
    exact Real.mul_self_sqrt (h i)
  refine ⟨U * diagonal (fun i => √(hA.eigenvalues i)), ?_⟩
  calc A = A * (U * Uᵀ) := by rw [hU, mul_one]
    _ = U * diagonal hA.eigenvalues * Uᵀ := by rw [← mul_assoc, hAU]
    _ = _ := by
      rw [← hd, Matrix.transpose_mul, Matrix.diagonal_transpose]
      simp only [mul_assoc]
```

We also need $x\cdot Ay=y\cdot Ax$ for symmetric $A$.

```lean
/-- The bilinear form of a symmetric matrix is symmetric. -/
theorem form_symm {A : Matrix n n ℝ} (hA : A.IsSymm) (x y : n → ℝ) :
    x ⬝ᵥ A *ᵥ y = y ⬝ᵥ A *ᵥ x := by
  rw [Matrix.dotProduct_mulVec, ← Matrix.mulVec_transpose, hA.eq, dotProduct_comm]
```

Q: Does growth really mean going downhill?

A: Yes. Suppose $-DHx=rx$ with $r>0$, $x\ne0$, and put $p=Hx$. Then $Dp=-rx\neq0$, so $p\ne0$, and
$$0<p\cdot Dp=-r\,x\cdot Hx .$$
Hence $x\cdot Hx<0$. Here `hp` is $p\ne0$ and `h2` is the displayed inequality.

```lean
/-- Along a mode that grows at a positive rate, the quadratic potential energy is negative. -/
theorem energy_neg {D H : Matrix n n ℝ} (hD : D.PosDef) {r : ℝ} (hr : 0 < r) {x : n → ℝ}
    (hx : x ≠ 0) (h : drift D H *ᵥ x = r • x) : x ⬝ᵥ H *ᵥ x < 0 := by
  have h1 : D *ᵥ (H *ᵥ x) = -(r • x) := by
    rw [← h, drift, Matrix.neg_mulVec, neg_neg, Matrix.mulVec_mulVec]
  have hp : H *ᵥ x ≠ 0 := by
    intro h0
    rw [h0, Matrix.mulVec_zero, eq_comm, neg_eq_zero] at h1
    exact (smul_ne_zero hr.ne' hx) h1
  have h2 := hD.dotProduct_mulVec_pos hp
  rw [h1, star_trivial, dotProduct_neg, dotProduct_smul, smul_eq_mul, dotProduct_comm] at h2
  by_contra h3
  have h4 := mul_nonneg hr.le (not_lt.mp h3)
  linarith
```

Q: And the converse, from a downhill direction to a growing mode?

A: Write $D=BB^T$ and $M=B^THB$, which is symmetric. With $w=B^TD^{-1}u$ we get $Bw=u$, so $w\cdot Mw=u\cdot Hu<0$. If $M$ had no negative eigenvalue, then $M=CC^T$ for some $C$ and $w\cdot Mw=|C^Tw|^2\ge0$, a contradiction. So $Mq=\mu q$ for some $\mu<0$, $q\ne0$, and
$$-DH(Bq)=-B(Mq)=-\mu\,Bq .$$
Moreover $Bq\neq0$, since otherwise $\mu q=B^TH(Bq)=0$. The growth rate is $-\mu>0$. The file calls this eigenvector `w` again. No hyperplane is needed yet.

```lean
/-- The linearised motion has a growing real mode exactly when the potential has a descending
direction. -/
theorem growing_mode_iff [DecidableEq n] {D H : Matrix n n ℝ} (hD : D.PosDef) (hH : H.IsSymm) :
    (∃ r : ℝ, 0 < r ∧ ∃ x : n → ℝ, x ≠ 0 ∧ drift D H *ᵥ x = r • x) ↔
      ∃ u : n → ℝ, u ⬝ᵥ H *ᵥ u < 0 := by
  constructor
  · rintro ⟨r, hr, x, hx, h⟩
    exact ⟨x, energy_neg hD hr hx h⟩
  rintro ⟨u, hu⟩
  obtain ⟨B, hB⟩ := exists_factor hD.isHermitian (fun i => (hD.eigenvalues_pos i).le)
  have hM : (Bᵀ * H * B).IsHermitian := by
    rw [Matrix.IsHermitian, Matrix.conjTranspose_eq_transpose_of_trivial, Matrix.transpose_mul,
      Matrix.transpose_mul, Matrix.transpose_transpose, hH.eq, mul_assoc]
  -- the symmetrised Hessian inherits a negative eigenvalue
  obtain ⟨i, hi⟩ : ∃ i, hM.eigenvalues i < 0 := by
    by_contra hn
    simp only [not_exists, not_lt] at hn
    obtain ⟨C, hC⟩ := exists_factor hM hn
    obtain ⟨w, hw⟩ : ∃ w, B *ᵥ w = u := by
      refine ⟨(Bᵀ * D⁻¹) *ᵥ u, ?_⟩
      rw [Matrix.mulVec_mulVec, ← mul_assoc, ← hB,
        Matrix.mul_nonsing_inv _ hD.det_pos.ne'.isUnit, Matrix.one_mulVec]
    have h1 : w ⬝ᵥ (Bᵀ * H * B) *ᵥ w = u ⬝ᵥ H *ᵥ u := by
      rw [← Matrix.mulVec_mulVec, ← Matrix.mulVec_mulVec, Matrix.dotProduct_mulVec,
        Matrix.vecMul_transpose, hw]
    have h2 : w ⬝ᵥ (C * Cᵀ) *ᵥ w = (Cᵀ *ᵥ w) ⬝ᵥ (Cᵀ *ᵥ w) := by
      rw [← Matrix.mulVec_mulVec, Matrix.dotProduct_mulVec, ← Matrix.mulVec_transpose]
    have h3 : 0 ≤ (Cᵀ *ᵥ w) ⬝ᵥ (Cᵀ *ᵥ w) :=
      Finset.sum_nonneg fun _ _ => mul_self_nonneg _
    rw [hC, h2] at h1
    linarith
  obtain ⟨w, hw0, hw⟩ : ∃ w : n → ℝ, w ≠ 0 ∧
      (Bᵀ * H * B) *ᵥ w = hM.eigenvalues i • w := by
    refine ⟨(hM.eigenvectorBasis i).ofLp, fun h0 => ?_, hM.mulVec_eigenvectorBasis i⟩
    apply hM.eigenvectorBasis.orthonormal.ne_zero i
    ext k
    exact congrFun h0 k
  -- its eigenvector is carried back to the original coordinates by `B`
  refine ⟨-hM.eigenvalues i, by linarith, B *ᵥ w, fun h0 => ?_, ?_⟩
  · rw [← Matrix.mulVec_mulVec, h0, Matrix.mulVec_zero] at hw
    exact (smul_ne_zero hi.ne hw0) hw.symm
  · calc drift D H *ᵥ (B *ᵥ w) = -(B *ᵥ ((Bᵀ * H * B) *ᵥ w)) := by
          rw [drift, Matrix.neg_mulVec]
          simp only [Matrix.mulVec_mulVec]
          rw [hB]
          simp only [mul_assoc]
      _ = _ := by rw [hw, Matrix.mulVec_smul, neg_smul]
```

Q: What rules out two growing modes?

A: The hyperplane $c\cdot v=0$, where $c$ is its normal. Take modes $x,y$ with positive rates $r,s$ and form
$$z=(c\cdot y)x-(c\cdot x)y,\qquad c\cdot z=0 .$$
If $z\ne0$, then $z\cdot Hz>0$. The proof splits on `r = s`:

- If $r=s$, then $z$ is itself a growing mode, so $z\cdot Hz<0$.
- If $r\ne s$, symmetry of $D$ gives $Hy\cdot DHx=Hx\cdot DHy$, that is $-r\,x\cdot Hy=-s\,x\cdot Hy$, so $x\cdot Hy=0$. Then $z\cdot Hz=(c\cdot y)^2\,x\cdot Hx+(c\cdot x)^2\,y\cdot Hy\le0$.

Both are contradictions, so $z=0$. Since $x\cdot Hx<0$, $x$ is not in the hyperplane and $c\cdot x\ne0$. Thus $y=\frac{c\cdot y}{c\cdot x}\,x$, and $ry=-DHy=sy$ gives $r=s$.

```lean
/-- If the Hessian is positive definite on a hyperplane with normal `c`, any two growing modes
have the same rate and are proportional. -/
theorem growing_modes_proportional {D H : Matrix n n ℝ} (hD : D.PosDef) (hH : H.IsSymm)
    {c : n → ℝ} (hc : ∀ v, v ≠ 0 → c ⬝ᵥ v = 0 → 0 < v ⬝ᵥ H *ᵥ v)
    {r s : ℝ} (hr : 0 < r) (hs : 0 < s) {x y : n → ℝ} (hx : x ≠ 0) (hy : y ≠ 0)
    (h : drift D H *ᵥ x = r • x) (k : drift D H *ᵥ y = s • y) :
    r = s ∧ ∃ a : ℝ, a • x = y := by
  have ex := energy_neg hD hr hx h
  have ey := energy_neg hD hs hy k
  have hcx : c ⬝ᵥ x ≠ 0 := fun h0 => lt_asymm ex (hc x hx h0)
  -- the combination of the two modes that lies in the hyperplane must vanish
  have hz : (c ⬝ᵥ y) • x - (c ⬝ᵥ x) • y = 0 := by
    by_contra hz
    have hpos := hc _ hz (by
      simp only [dotProduct_sub, dotProduct_smul, smul_eq_mul]
      ring)
    by_cases hrs : r = s
    · subst hrs
      refine lt_asymm hpos (energy_neg hD hr hz ?_)
      rw [Matrix.mulVec_sub, Matrix.mulVec_smul, Matrix.mulVec_smul, h, k]
      module
    · have h1 : D *ᵥ (H *ᵥ x) = -(r • x) := by
        rw [← h, drift, Matrix.neg_mulVec, neg_neg, Matrix.mulVec_mulVec]
      have k1 : D *ᵥ (H *ᵥ y) = -(s • y) := by
        rw [← k, drift, Matrix.neg_mulVec, neg_neg, Matrix.mulVec_mulVec]
      have hDs : D.IsSymm :=
        (Matrix.conjTranspose_eq_transpose_of_trivial D).symm.trans hD.isHermitian
      have e := form_symm hDs (H *ᵥ y) (H *ᵥ x)
      rw [h1, k1, dotProduct_neg, dotProduct_neg, dotProduct_smul, dotProduct_smul,
        smul_eq_mul, smul_eq_mul, dotProduct_comm _ x, dotProduct_comm _ y,
        form_symm hH y x] at e
      have o : x ⬝ᵥ H *ᵥ y = 0 :=
        (mul_eq_zero.mp (by linear_combination -e :
          (r - s) * (x ⬝ᵥ H *ᵥ y) = 0)).resolve_left (sub_ne_zero.mpr hrs)
      simp only [Matrix.mulVec_sub, Matrix.mulVec_smul, dotProduct_sub, sub_dotProduct,
        dotProduct_smul, smul_dotProduct, smul_eq_mul, form_symm hH y x, o] at hpos
      nlinarith [mul_nonneg (sq_nonneg (c ⬝ᵥ y)) (neg_nonneg.mpr ex.le),
        mul_nonneg (sq_nonneg (c ⬝ᵥ x)) (neg_nonneg.mpr ey.le)]
  have hyx : ((c ⬝ᵥ x)⁻¹ * (c ⬝ᵥ y)) • x = y := by
    rw [mul_smul, sub_eq_zero.mp hz, smul_smul, inv_mul_cancel₀ hcx, one_smul]
  refine ⟨?_, _, hyx⟩
  have e : r • y = s • y := by
    rw [← k, ← hyx, Matrix.mulVec_smul, h, smul_comm]
  exact smul_left_injective ℝ hy e
```

Q: Does the final statement say that, and is its saddle mine?

A: `hc` and `hu` together describe one negative curvature and otherwise positive ones. Free translations or rotations, which have zero curvature, must be removed first. `∃! r` says that one positive real eigenvalue exists and no other; `finrank ... = 1` says that its eigenspace is a line. Growing oscillations are excluded too, though the file does not state it: $B$ is invertible and $-DH=-B(B^THB)B^{-1}$ is similar to a real symmetric matrix, so all its eigenvalues are real. The proof takes existence from `growing_mode_iff` and both uniqueness claims from proportionality.

```lean
/-- At a saddle whose Hessian is positive definite on a hyperplane and negative along some
direction, the drift matrix with a positive definite mobility has exactly one positive real
eigenvalue, and its eigenspace is one-dimensional. -/
theorem unique_escape_mode [DecidableEq n] {D H : Matrix n n ℝ} (hD : D.PosDef) (hH : H.IsSymm)
    {c u : n → ℝ} (hc : ∀ v, v ≠ 0 → c ⬝ᵥ v = 0 → 0 < v ⬝ᵥ H *ᵥ v)
    (hu : u ⬝ᵥ H *ᵥ u < 0) :
    (∃! r : ℝ, 0 < r ∧ Module.End.HasEigenvalue (drift D H).mulVecLin r) ∧
      ∀ r : ℝ, 0 < r → Module.End.HasEigenvalue (drift D H).mulVecLin r →
        Module.finrank ℝ (Module.End.eigenspace (drift D H).mulVecLin r) = 1 := by
  constructor
  · obtain ⟨r, hr, x, hx, h⟩ := (growing_mode_iff hD hH).mpr ⟨u, hu⟩
    refine ⟨r, ⟨hr, Module.End.hasEigenvalue_of_hasEigenvector
      ⟨Module.End.mem_eigenspace_iff.mpr h, hx⟩⟩, ?_⟩
    rintro s ⟨hs, hev⟩
    obtain ⟨y, hy⟩ := hev.exists_hasEigenvector
    exact (growing_modes_proportional hD hH hc hs hr hy.2 hx hy.apply_eq_smul h).1
  · intro r hr hev
    obtain ⟨x, hx⟩ := hev.exists_hasEigenvector
    have hx0 : (⟨x, hx.1⟩ : Module.End.eigenspace (drift D H).mulVecLin r) ≠ 0 :=
      fun h0 => hx.2 (congrArg Subtype.val h0)
    refine (finrank_eq_one_iff_of_nonzero' _ hx0).mpr ?_
    rintro ⟨y, hy⟩
    by_cases hy0 : y = 0
    · exact ⟨0, Subtype.ext (by simp [hy0])⟩
    · obtain ⟨a, ha⟩ := (growing_modes_proportional hD hH hc hr hr hx.2 hy0
        hx.apply_eq_smul (Module.End.mem_eigenspace_iff.mp hy)).2
      exact ⟨a, Subtype.ext ha⟩
```

Q: Does the mode actually run away?

A: In the linearised equation, yes: differentiating $e^{rt}x$ gives $re^{rt}x=-DH(e^{rt}x)$.

```lean
/-- A displacement along an eigenvector of the drift matrix, multiplied by `exp (r t)`, solves
the linearised equation of motion. -/
theorem escape_trajectory {D H : Matrix n n ℝ} {r : ℝ} {x : n → ℝ}
    (h : drift D H *ᵥ x = r • x) (t : ℝ) :
    HasDerivAt (fun τ : ℝ => Real.exp (r * τ) • x)
      (drift D H *ᵥ (Real.exp (r * t) • x)) t := by
  have h1 : HasDerivAt (fun τ : ℝ => r * τ) r t := by
    simpa using (hasDerivAt_id t).const_mul r
  rw [Matrix.mulVec_smul, h, smul_smul]
  exact h1.exp.smul_const x
```

Q: Show me numbers.

A: Take dimensionless
$$D=\begin{pmatrix}5&4\\4&5\end{pmatrix},\quad H=\begin{pmatrix}-1&0\\0&1\end{pmatrix},\quad -DH=\begin{pmatrix}5&-4\\4&-5\end{pmatrix}.$$
Then $-DH(2,1)=(10-4,\,8-5)=3\,(2,1)$. The normalised mode $(2,1)/\sqrt5$ is tilted about $27^\circ$ from the Hessian's descending axis $(1,0)$. The file checks this mode and every hypothesis, with $c=u=(1,0)$.

```lean
/-- A saddle with Hessian `diag(-1, 1)` and an anisotropic mobility: the Hessian is negative
along `(1, 0)` and positive on the line normal to it, while `(2, 1)` is a mode of rate `3`. -/
theorem tilted_escape_witness :
    (!![5, 4; 4, 5] : Matrix (Fin 2) (Fin 2) ℝ).PosDef ∧
    (!![-1, 0; 0, 1] : Matrix (Fin 2) (Fin 2) ℝ).IsSymm ∧
    (∀ v : Fin 2 → ℝ, v ≠ 0 → ![1, 0] ⬝ᵥ v = 0 → 0 < v ⬝ᵥ !![-1, 0; 0, 1] *ᵥ v) ∧
    (![1, 0] : Fin 2 → ℝ) ⬝ᵥ !![-1, 0; 0, 1] *ᵥ ![1, 0] < 0 ∧
    drift !![5, 4; 4, 5] !![-1, 0; 0, 1] *ᵥ ![2, 1] = (3 : ℝ) • ![2, 1] := by
  have key : ∀ x : Fin 2 → ℝ, x ≠ 0 → 0 < x 0 ^ 2 + x 1 ^ 2 := by
    intro x hx
    by_contra h
    have h0 : x 0 ^ 2 = 0 := by linarith [sq_nonneg (x 0), sq_nonneg (x 1)]
    have h1 : x 1 ^ 2 = 0 := by linarith [sq_nonneg (x 0), sq_nonneg (x 1)]
    apply hx
    ext i
    fin_cases i
    · exact (pow_eq_zero_iff two_ne_zero).mp h0
    · exact (pow_eq_zero_iff two_ne_zero).mp h1
  refine ⟨Matrix.posDef_iff_dotProduct_mulVec.mpr ⟨?_, ?_⟩, ?_, ?_, ?_, ?_⟩
  · ext i j
    fin_cases i <;> fin_cases j <;> simp
  · intro x hx
    have e : star x ⬝ᵥ (!![5, 4; 4, 5] : Matrix (Fin 2) (Fin 2) ℝ) *ᵥ x
        = 4 * (x 0 + x 1) ^ 2 + (x 0 ^ 2 + x 1 ^ 2) := by
      simp [Matrix.mulVec, dotProduct, Fin.sum_univ_two]
      ring
    rw [e]
    linarith [key x hx, sq_nonneg (x 0 + x 1)]
  · ext i j
    fin_cases i <;> fin_cases j <;> simp
  · intro v hv h
    have h0 : v 0 = 0 := by simpa [dotProduct, Fin.sum_univ_two] using h
    have e : v ⬝ᵥ (!![-1, 0; 0, 1] : Matrix (Fin 2) (Fin 2) ℝ) *ᵥ v
        = -(v 0) ^ 2 + v 1 ^ 2 := by
      simp [Matrix.mulVec, dotProduct, Fin.sum_univ_two]
      ring
    have hk := key v hv
    rw [e]
    rw [h0] at hk ⊢
    linarith
  · norm_num [Matrix.mulVec, dotProduct, Fin.sum_univ_two]
  · ext i
    fin_cases i <;>
      norm_num [drift, Matrix.mulVec, dotProduct, Matrix.mul_apply, Fin.sum_univ_two]

end LangerSaddle
```

```lean
#print axioms LangerSaddle.growing_mode_iff
#print axioms LangerSaddle.unique_escape_mode
#print axioms LangerSaddle.escape_trajectory
```

```
'LangerSaddle.growing_mode_iff' depends on axioms: [propext, Classical.choice, Quot.sound]
'LangerSaddle.unique_escape_mode' depends on axioms: [propext, Classical.choice, Quot.sound]
'LangerSaddle.escape_trajectory' depends on axioms: [propext, Classical.choice, Quot.sound]
```

Q: Where would I meet this in a calculation?

A: With a Hessian from a force field or an electronic-structure code, and within this linearised constant-mobility model, compute a Cholesky factor $D=LL^T$ and pass $L^THL$ to a symmetric eigensolver. Its single negative eigenvalue $\mu$, with eigenvector $q$, gives the rate $-\mu$ and the escape direction $Lq$.
